# Closed-Shell Hückel Energy of an Equal-Bond Polyene with 2m Sites

Butadiene has four π electrons on four carbon atoms. In the Hückel model, with energies measured from the carbon level $\alpha$ in units of $|\beta|$, they fill the levels $-2\cos(\pi/5)$ and $-2\cos(2\pi/5)$ in pairs, so $E=-4C$ with $C=\cos\frac{\pi}{5}+\cos\frac{2\pi}{5}$. Multiplication by $2\sin\frac{\pi}{10}$ makes the sum telescope:

$$2\sin\tfrac{\pi}{10}\,C=\left(\sin\tfrac{3\pi}{10}-\sin\tfrac{\pi}{10}\right)+\left(\sin\tfrac{\pi}{2}-\sin\tfrac{3\pi}{10}\right)=1-\sin\tfrac{\pi}{10}.$$

Hence $E=2-2/\sin(\pi/10)\approx 2-6.472=-4.472$. For $2m$ sites with $2m$ electrons the same steps give $2-2/\sin(\pi/(4m+2))$.

In Lean 4 with Mathlib:

```lean
import Mathlib

open Matrix
open scoped Real

namespace LinearPolyeneEnergy

noncomputable section
```

## The chain and its density matrix

The Hamiltonian has $H_{ij}=-1$ between neighbours and zero elsewhere. The common value $-1$ stands for equal hopping along every bond. Sites are numbered from 0.

```lean
/-- The Hückel Hamiltonian of a chain of `n` sites: minus the adjacency matrix of the path. -/
def polyene (n : ℕ) : Matrix (Fin n) (Fin n) ℝ :=
  Matrix.of fun i j => -(if (j : ℕ) = i + 1 then 1 else 0) - (if (j : ℕ) + 1 = i then 1 else 0)
```

The matrix $P$ keeps the orbitals of negative energy and removes the others; it is the density matrix for one spin. The definition fixes only its action on eigenvectors. Since those of the symmetric $H$ span the space, this determines $P$ as the orthogonal projector.

```lean
/-- `P` fixes every eigenvector of `H` with negative eigenvalue and annihilates every
eigenvector with nonnegative eigenvalue. -/
def IsOccupiedProjector {n : ℕ} (H P : Matrix (Fin n) (Fin n) ℝ) : Prop :=
  ∀ (v : Fin n → ℝ) (e : ℝ), H *ᵥ v = e • v →
    (e < 0 → P *ᵥ v = v) ∧ (0 ≤ e → P *ᵥ v = 0)
```

Two electrons per occupied orbital give $E=2\,\mathrm{tr}(HP)$.

```lean
/-- The closed-shell energy `2 trace (H P)`. -/
def closedShellEnergy {n : ℕ} (H P : Matrix (Fin n) (Fin n) ℝ) : ℝ := 2 * (H * P).trace
```

## Standing waves

Let $s=\pi/(4m+2)$, called `step m` although it is half a phase advance.

```lean
/-- Half the phase advance per site of the longest standing wave on `2m` sites. -/
def step (m : ℕ) : ℝ := π / (4 * (m : ℝ) + 2)
```

Wave $k$, counted from 0 where textbooks usually count from 1, advances by $\theta_k=2(k+1)s$ per site.

```lean
/-- The phase advance per site of standing wave `k`, counted from zero. -/
def angle (m k : ℕ) : ℝ := 2 * ((k : ℝ) + 1) * step m
```

Its energy is $\varepsilon_k=-2\cos\theta_k$.

```lean
/-- The energy of standing wave `k`. -/
def level (m k : ℕ) : ℝ := -2 * Real.cos (angle m k)
```

Its amplitude on site $j$ is $\psi_k(j)=\sin((j+1)\theta_k)$. For $k<2m$, the factor $\sqrt{2/(2m+1)}$ would normalise it; the traces do not need it.

```lean
/-- The unnormalised standing wave `k` on `2m` sites. -/
def wave (m k : ℕ) : Fin (2 * m) → ℝ :=
  fun j => Real.sin ((((j : ℕ) + 1 : ℕ) : ℝ) * angle m k)
```

By definition $s>0$ and $(2m+1)s=\pi/2$.

```lean
/-- The half phase is positive, and `2m + 1` of them make a right angle. -/
lemma step_spec (m : ℕ) : 0 < step m ∧ (2 * (m : ℝ) + 1) * step m = π / 2 := by
  have e : 4 * (m : ℝ) + 2 = 2 * (2 * (m : ℝ) + 1) := by ring
  unfold step
  refine ⟨by positivity, ?_⟩
  rw [e]
  field_simp
```

Let $f$ be an amplitude with $f(0)=f(n+1)=0$, and let site $i$ carry $f(i+1)$. Then $H$ gives $-(f(i)+f(i+2))$ there. Each half of the matrix picks out one neighbour, and a neighbour missing at a chain end contributes zero.

```lean
/-- On an amplitude that vanishes just beyond both chain ends, the Hamiltonian gives minus the
sum of the two neighbouring amplitudes. -/
lemma hop_sum (n : ℕ) (f : ℕ → ℝ) (h0 : f 0 = 0) (hn : f (n + 1) = 0) (i : Fin n) :
    ∑ j : Fin n, polyene n i j * f ((j : ℕ) + 1) = -(f i + f ((i : ℕ) + 2)) := by
  obtain ⟨i, hi⟩ := i
  have h2 : ∑ j ∈ Finset.range n, (if j = i + 1 then f (j + 1) else 0) = f (i + 2) := by
    simp only [Finset.sum_ite_eq', Finset.mem_range]
    split_ifs with h
    · rfl
    · have e : i + 2 = n + 1 := by omega
      rw [e, hn]
  have h3 : ∑ j ∈ Finset.range n, (if j + 1 = i then f (j + 1) else 0) = f i := by
    cases i with
    | zero => simp [h0]
    | succ i =>
      have h : i < n := by omega
      simp [h]
  refine (Fin.sum_univ_eq_sum_range (fun j => (-(if j = i + 1 then (1 : ℝ) else 0)
    - (if j + 1 = i then 1 else 0)) * f (j + 1)) n).trans ?_
  simp only [sub_mul, neg_mul, ite_mul, one_mul, zero_mul, Finset.sum_sub_distrib,
    Finset.sum_neg_distrib]
  rw [h2, h3]
  ring
```

The wave vanishes at both outer points, because $(2m+1)\theta_k=(k+1)\pi$. The addition formulas give
$$\sin(i\theta_k)+\sin((i+2)\theta_k)=2\cos\theta_k\,\sin((i+1)\theta_k),$$
so $H\psi_k=\varepsilon_k\psi_k$.

```lean
/-- The Hamiltonian multiplies `wave m k` by `level m k`, for every `k`. -/
lemma polyene_wave (m k : ℕ) : polyene (2 * m) *ᵥ wave m k = level m k • wave m k := by
  ext i
  have hn : Real.sin (((2 * m + 1 : ℕ) : ℝ) * angle m k) = 0 := by
    have h : ((2 * m + 1 : ℕ) : ℝ) * angle m k = ((k + 1 : ℕ) : ℝ) * π := by
      unfold angle
      push_cast
      linear_combination 2 * ((k : ℝ) + 1) * (step_spec m).2
    rw [h, Real.sin_nat_mul_pi]
  refine (hop_sum _ (fun j => Real.sin ((j : ℝ) * angle m k)) (by simp) hn i).trans ?_
  change -(Real.sin (((i : ℕ) : ℝ) * angle m k)
    + Real.sin ((((i : ℕ) + 2 : ℕ) : ℝ) * angle m k))
    = -2 * Real.cos (angle m k) * Real.sin ((((i : ℕ) + 1 : ℕ) : ℝ) * angle m k)
  -- the neighbours are one phase advance away from the central site
  have e1 : ((i : ℕ) : ℝ) * angle m k
      = (((i : ℕ) + 1 : ℕ) : ℝ) * angle m k - angle m k := by push_cast; ring
  have e2 : (((i : ℕ) + 2 : ℕ) : ℝ) * angle m k
      = (((i : ℕ) + 1 : ℕ) : ℝ) * angle m k + angle m k := by push_cast; ring
  rw [e1, e2, Real.sin_sub, Real.sin_add]
  ring
```

For $k<2m$ we have $2(k+1)s\le 4ms<(4m+2)s$, hence $0<\theta_k<\pi$.

```lean
/-- For `k < 2m` the phase advance lies strictly between `0` and `π`. -/
lemma angle_mem {m k : ℕ} (hk : k < 2 * m) : 0 < angle m k ∧ angle m k < π := by
  obtain ⟨hs, he⟩ := step_spec m
  have h : (k : ℝ) + 1 ≤ 2 * m := by exact_mod_cast hk
  unfold angle
  exact ⟨by positivity, by nlinarith [mul_nonneg hs.le (sub_nonneg.mpr h)]⟩
```

Cosine is injective on $[0,\pi]$, so the $2m$ levels are distinct. Each wave is nonzero, since its first amplitude is $\sin\theta_k>0$. Eigenvectors with distinct eigenvalues are independent.

```lean
/-- The `2m` standing waves are linearly independent. -/
lemma waves_independent (m : ℕ) : LinearIndependent ℝ (fun k : Fin (2 * m) => wave m k) := by
  have hinj : Function.Injective (fun k : Fin (2 * m) => level m k) := by
    intro a b h
    have h' : level m a = level m b := h
    unfold level at h'
    have ha := angle_mem a.isLt
    have hb := angle_mem b.isLt
    have h2 : angle m a = angle m b :=
      Real.injOn_cos ⟨ha.1.le, ha.2.le⟩ ⟨hb.1.le, hb.2.le⟩ (by linarith)
    unfold angle at h2
    have h3 : ((a : ℕ) : ℝ) = ((b : ℕ) : ℝ) :=
      mul_right_cancel₀ (step_spec m).1.ne' (by linarith)
    exact Fin.ext (by exact_mod_cast h3)
  -- eigenvectors with distinct eigenvalues are independent
  refine Module.End.eigenvectors_linearIndependent' (Matrix.mulVecLin (polyene (2 * m)))
    (fun k : Fin (2 * m) => level m k) hinj _ (fun k => ?_)
  refine ⟨Module.End.mem_eigenspace_iff.mpr (polyene_wave m k), fun h0 => ?_⟩
  have h1 : Real.sin (((0 + 1 : ℕ) : ℝ) * angle m k) = 0 := congrFun h0 ⟨0, k.pos⟩
  rw [Nat.zero_add, Nat.cast_one, one_mul] at h1
  have hk := angle_mem k.isLt
  exact (Real.sin_pos_of_pos_of_lt_pi hk.1 hk.2).ne' h1
```

## Traces as sums over levels

Put $n$ independent eigenvectors of an $n\times n$ matrix $A$ into the columns of $S$, with eigenvalues $d_k$. Then $AS=SD$ with $D=\mathrm{diag}(d_k)$, so $\mathrm{tr}\,A=\mathrm{tr}(SDS^{-1})=\sum_k d_k$.

```lean
/-- The trace of a matrix with a full independent set of eigenvectors is the sum of the
corresponding eigenvalues. -/
lemma trace_eq_sum {n : ℕ} {A : Matrix (Fin n) (Fin n) ℝ} {v : Fin n → Fin n → ℝ}
    (hv : LinearIndependent ℝ v) (d : Fin n → ℝ) (h : ∀ k, A *ᵥ v k = d k • v k) :
    A.trace = ∑ k, d k := by
  obtain ⟨S, hS⟩ : ∃ S : Matrix (Fin n) (Fin n) ℝ, S = Matrix.of fun j k => v k j := ⟨_, rfl⟩
  have hu : IsUnit S := by
    rw [hS]
    exact Matrix.linearIndependent_cols_iff_isUnit.mp hv
  have hdet := (Matrix.isUnit_iff_isUnit_det _).mp hu
  have hAS : A * S = S * diagonal d := by
    ext i k
    rw [Matrix.mul_diagonal, hS]
    exact (congrFun (h k) i).trans (mul_comm _ _)
  calc A.trace = (A * S * S⁻¹).trace := by
        rw [Matrix.mul_assoc, Matrix.mul_nonsing_inv _ hdet, Matrix.mul_one]
    _ = ∑ k, d k := by
        rw [hAS, Matrix.trace_mul_cycle, Matrix.nonsing_inv_mul _ hdet, Matrix.one_mul,
          Matrix.trace_diagonal]
```

If $k<m$, then $\theta_k\le 2ms<\pi/2$ and $\varepsilon_k<0$. If $m\le k<2m$, then $\pi/2<\theta_k<\pi$ and $\varepsilon_k>0$; the lemma records the weaker $\varepsilon_k\ge0$, which suffices.

```lean
/-- Among the `2m` levels the first `m` are negative and the others are nonnegative. -/
lemma level_sign {m k : ℕ} (hk : k < 2 * m) :
    (k < m → level m k < 0) ∧ (¬ k < m → 0 ≤ level m k) := by
  obtain ⟨hs, he⟩ := step_spec m
  have ha := angle_mem hk
  constructor <;> intro h
  · have hkm : (k : ℝ) + 1 ≤ m := by exact_mod_cast h
    have h1 : angle m k < π / 2 := by
      unfold angle
      nlinarith [mul_nonneg hs.le (sub_nonneg.mpr hkm)]
    have h2 := Real.cos_pos_of_mem_Ioo ⟨by linarith [ha.1, Real.pi_pos], h1⟩
    unfold level
    linarith
  · have hmk : (m : ℝ) ≤ k := by exact_mod_cast not_lt.mp h
    have h1 : π / 2 ≤ angle m k := by
      unfold angle
      nlinarith [mul_nonneg hs.le (sub_nonneg.mpr hmk)]
    have h2 := Real.cos_nonpos_of_pi_div_two_le_of_le h1 (by linarith [ha.2, Real.pi_pos])
    unfold level
    linarith
```

Sums over occupied levels therefore run over $k=0,\dots,m-1$.

```lean
/-- A sum over `2m` levels restricted to the first `m` is the sum over those `m` levels. -/
lemma sum_lower (m : ℕ) (g : ℕ → ℝ) :
    ∑ k : Fin (2 * m), (if (k : ℕ) < m then g k else 0) = ∑ k ∈ Finset.range m, g k := by
  rw [Fin.sum_univ_eq_sum_range (fun k => if k < m then g k else 0) (2 * m),
    ← Finset.sum_filter]
  refine Finset.sum_congr ?_ (fun _ _ => rfl)
  ext k
  simp only [Finset.mem_filter, Finset.mem_range]
  omega
```

For any $h$,
$$2\sin h\,\cos(2(k+1)h)=\sin((2k+3)h)-\sin((2k+1)h).$$
Summing over $k<m$ leaves $\sin((2m+1)h)-\sin h$. The induction adds one such difference at a time.

```lean
/-- The sum of the cosines of the equally spaced angles `2h, 4h, …, 2mh` telescopes after
multiplication by `2 sin h`. -/
lemma cosine_sum (h : ℝ) (m : ℕ) :
    2 * Real.sin h * ∑ k ∈ Finset.range m, Real.cos (2 * ((k : ℝ) + 1) * h)
      = Real.sin ((2 * (m : ℝ) + 1) * h) - Real.sin h := by
  induction m with
  | zero => simp
  | succ m ih =>
    rw [Finset.sum_range_succ, mul_add, ih]
    have e1 : (2 * (m : ℝ) + 1) * h = 2 * ((m : ℝ) + 1) * h - h := by ring
    have e2 : (2 * ((m + 1 : ℕ) : ℝ) + 1) * h = 2 * ((m : ℝ) + 1) * h + h := by
      push_cast; ring
    rw [e1, e2, Real.sin_sub, Real.sin_add]
    ring
```

## The energy for every even chain

On $\psi_k$, $P$ has eigenvalue 1 for $k<m$ and 0 otherwise, while $HP$ has $\varepsilon_k$ and 0. Thus $\mathrm{tr}\,P=m$ and $E=2\sum_{k<m}\varepsilon_k=-4C$, where now $C=\sum_{k<m}\cos\theta_k$. With $h=s$, the cosine sum gives $2\sin s\,C=1-\sin s$, and so $E=2-2/\sin s$.

The theorem states both values for every natural $m$ and every $P$ with the defining property. At $m=0$ the chain is empty and both are zero.

```lean
/-- For a chain of `2m` sites the occupied projector has trace `m`, and the closed-shell
Hückel energy is `2 - 2 / sin (π / (4m + 2))`. -/
theorem polyene_energy (m : ℕ) {P : Matrix (Fin (2 * m)) (Fin (2 * m)) ℝ}
    (hP : IsOccupiedProjector (polyene (2 * m)) P) :
    P.trace = m ∧
      closedShellEnergy (polyene (2 * m)) P = 2 - 2 / Real.sin (π / (4 * (m : ℝ) + 2)) := by
  have hlow : ∀ k : Fin (2 * m), (k : ℕ) < m → P *ᵥ wave m k = wave m k :=
    fun k hk => (hP _ _ (polyene_wave m k)).1 ((level_sign k.isLt).1 hk)
  have hhigh : ∀ k : Fin (2 * m), ¬ (k : ℕ) < m → P *ᵥ wave m k = 0 :=
    fun k hk => (hP _ _ (polyene_wave m k)).2 ((level_sign k.isLt).2 hk)
  constructor
  · rw [trace_eq_sum (waves_independent m) (fun k => if (k : ℕ) < m then 1 else 0) ?_,
      sum_lower m (fun _ => 1)]
    · simp
    · intro k
      by_cases hk : (k : ℕ) < m
      · simp only [hlow k hk, if_pos hk, one_smul]
      · simp only [hhigh k hk, if_neg hk, zero_smul]
  · -- the energy is twice the sum of the `m` lowest levels
    have htr : (polyene (2 * m) * P).trace = ∑ k ∈ Finset.range m, level m k := by
      rw [trace_eq_sum (waves_independent m) (fun k => if (k : ℕ) < m then level m k else 0) ?_,
        sum_lower m (level m)]
      intro k
      rw [← Matrix.mulVec_mulVec]
      by_cases hk : (k : ℕ) < m
      · simp only [hlow k hk, if_pos hk, polyene_wave]
      · simp only [hhigh k hk, if_neg hk, zero_smul, Matrix.mulVec_zero]
    have hlev : ∑ k ∈ Finset.range m, level m k
        = -2 * ∑ k ∈ Finset.range m, Real.cos (2 * ((k : ℝ) + 1) * step m) := by
      rw [Finset.mul_sum]
      rfl
    obtain ⟨hpos, hhalf⟩ := step_spec m
    have hsum := cosine_sum (step m) m
    rw [hhalf, Real.sin_pi_div_two] at hsum
    have hs : Real.sin (step m) ≠ 0 := by
      refine (Real.sin_pos_of_pos_of_lt_pi hpos ?_).ne'
      nlinarith [Real.pi_pos, mul_nonneg hpos.le (Nat.cast_nonneg (α := ℝ) m)]
    have hinv : 2 / Real.sin (step m)
        = 2 + 4 * ∑ k ∈ Finset.range m, Real.cos (2 * ((k : ℝ) + 1) * step m) := by
      rw [div_eq_iff hs]
      linear_combination -2 * hsum
    change 2 * (polyene (2 * m) * P).trace = 2 - 2 / Real.sin (step m)
    rw [htr, hlev, hinv]
    ring
```

For ethylene such a $P$ is written out: the projector on $(1,1)/\sqrt2$. The eigenvalue equations force $v_0=v_1$ when $e<0$ and $v_0=-v_1$ when $e\ge0$, and the matrix fixes the first kind and annihilates the second.

```lean
/-- On two sites the matrix with all entries `1/2` is an occupied projector. -/
theorem occupiedProjector_witness :
    IsOccupiedProjector (polyene 2) !![1 / 2, 1 / 2; 1 / 2, 1 / 2] := by
  intro v e hv
  have h0 : -v 1 = e * v 0 := by
    simpa [polyene, Matrix.mulVec, dotProduct, Fin.sum_univ_two] using congrFun hv 0
  have h1 : -v 0 = e * v 1 := by
    simpa [polyene, Matrix.mulVec, dotProduct, Fin.sum_univ_two] using congrFun hv 1
  constructor <;> intro he
  · have h : v 0 = v 1 := by
      have h2 : (1 - e) * (v 0 - v 1) = 0 := by linear_combination h0 - h1
      rcases mul_eq_zero.mp h2 with h | h <;> linarith
    ext i
    fin_cases i <;> simp [Matrix.mulVec, dotProduct, Fin.sum_univ_two, h] <;> ring
  · have h : v 0 = -v 1 := by
      have h2 : (1 + e) * (v 0 + v 1) = 0 := by linear_combination -h0 - h1
      rcases mul_eq_zero.mp h2 with h | h <;> linarith
    ext i
    fin_cases i <;> simp [Matrix.mulVec, dotProduct, Fin.sum_univ_two, h]

end

end LinearPolyeneEnergy
```

```lean
#print axioms LinearPolyeneEnergy.polyene_energy
```

```
'LinearPolyeneEnergy.polyene_energy' depends on axioms: [propext, Classical.choice, Quot.sound]
```

## Scope and the odd chain

The formula gives a reference value for electronic-structure programs that compute energies from density matrices, for non-interacting electrons on a finite chain with equal bonds. The step to a real polyene, where bond lengths alternate and electrons repel each other, lies beyond these hypotheses.

The same telescoping, done here only in prose, treats $2m+1$ sites. With $h=\pi/(4m+4)$ the $m$ negative levels, doubly filled, give $2-2\cot h$; the one nonbonding level sits at zero and adds nothing however it is filled, and the $m$ positive levels stay empty. For allyl, $m=1$, this is $-2\sqrt2$.
